# With negative levels doubly filled and the rest empty, the bond order between distinct sites is a signed sum over all orbitals

The model is one of non-interacting electrons on finitely many sites, with a real symmetric matrix `H` whose orthonormal eigenvectors are the molecular orbitals. Every negative level holds two electrons and all others are empty, so the bond order between sites `i` and `j` is twice the sum, over the negative levels, of the products of the orbital's coefficients on the two sites. `bondOrder_eq_sign_sum` states that for `i ≠ j` this equals the sum of the same products over all orbitals, with sign `+1` for negative levels and `-1` for the others, zero levels included. The attempt subtracts the full sum of products, which completeness makes zero for distinct sites, and then compares the two sides orbital by orbital.

An attempt in Lean 4 with a fault in it:

```lean
import Mathlib

open Finset

namespace BondOrderEqSignSum

noncomputable section

variable {V : Type*} [Fintype V] [DecidableEq V] {H : Matrix V V ℝ} {G : SimpleGraph V}

/-- Coefficient of the normalised molecular orbital `k` of `H` on site `i`. -/
def orbital (hH : H.IsHermitian) (k i : V) : ℝ := (hH.eigenvectorBasis k).ofLp i

/-- Bond order between sites `i` and `j` when every negative level is doubly filled. -/
def bondOrder (hH : H.IsHermitian) (i j : V) : ℝ :=
  2 * ∑ k with hH.eigenvalues k < 0, orbital hH k i * orbital hH k j

/-- The molecular orbitals are complete. -/
theorem orbital_complete (hH : H.IsHermitian) (i j : V) :
    ∑ k, orbital hH k i * orbital hH k j = if i = j then 1 else 0 := by
  have h := congrFun (congrFun (Matrix.mem_unitaryGroup_iff.mp hH.eigenvectorUnitary.2) i) j
  simp only [Matrix.mul_apply, Matrix.star_apply, Matrix.one_apply, star_trivial,
    Matrix.IsHermitian.eigenvectorUnitary_apply] at h
  exact h

/-- Between distinct sites the bond order is a sum over all orbitals, negative levels
counted with `+1` and the others with `-1`. -/
theorem bondOrder_eq_sign_sum (hH : H.IsHermitian) {i j : V} (hij : i ≠ j) :
    bondOrder hH i j = ∑ k, (if hH.eigenvalues k < 0 then 1 else -1)
      * (orbital hH k i * orbital hH k j) := by
  have h := orbital_complete hH i j
  rw [if_neg hij] at h
  rw [bondOrder, sum_filter, mul_sum, ← sub_zero (∑ k, _), ← h, ← sum_sub_distrib]
  refine sum_congr rfl fun k _ => ?_
  split_ifs <;> ring

end

end BondOrderEqSignSum
```

The error:

```
Try this:
  [apply] ring_nf
  
  The `ring` tactic failed to close the goal. Use `ring_nf` to obtain a normal form.
    
  Note that `ring` works primarily in *commutative* rings. If you have a noncommutative ring, abelian group or module, consider using `noncomm_ring`, `abel` or `module` instead.
Main.lean:30:45: error: unsolved goals
case neg
V : Type u_1
inst✝¹ : Fintype V
inst✝ : DecidableEq V
H : Matrix V V ℝ
hH : H.IsHermitian
i j : V
hij : i ≠ j
h : ∑ k, orbital hH k i * orbital hH k j = 0
k : V
x✝ : k ∈ univ
h✝ : ¬hH.eigenvalues k < ∑ k, orbital hH k i * orbital hH k j
⊢ (∑ x, orbital hH x i * orbital hH x j) * 2 - orbital hH k i * orbital hH k j = -(orbital hH k i * orbital hH k j)
```

Cause. The error shows a goal left over in the case of a level that is not negative. `ring` could not close it, and the suggestion to use `ring_nf` is no cure.

The fault lies in `← h`. Since `h` says that the completeness sum is `0`, rewriting backwards turns every real `0` in the goal into that sum, not only the one introduced by `sub_zero`. The zero in `hH.eigenvalues k < 0` is replaced, as `h✝` shows, and so is the `0` that `sum_filter` gives to levels outside the filter. Twice the whole sum therefore stands in the leftover goal where `0` should be. The goal is still true by `h`, but `ring` does not use that hypothesis.

The repair subtracts the sum in a separate `calc` step, proved by using `h` forwards, from the sum to `0`. The second step then unfolds `bondOrder` with its zeros intact, and the same closing tactics succeed: the coefficients are `2 - 1 = 1` for negative levels and `0 - 1 = -1` for the rest.

This version goes through:

```diff
@@ -31,7 +31,10 @@
   have h := orbital_complete hH i j
   rw [if_neg hij] at h
-  rw [bondOrder, sum_filter, mul_sum, ← sub_zero (∑ k, _), ← h, ← sum_sub_distrib]
-  refine sum_congr rfl fun k _ => ?_
-  split_ifs <;> ring
+  calc bondOrder hH i j
+      = bondOrder hH i j - ∑ k, orbital hH k i * orbital hH k j := by rw [h, sub_zero]
+    _ = _ := by
+        rw [bondOrder, sum_filter, mul_sum, ← sum_sub_distrib]
+        refine sum_congr rfl fun k _ => ?_
+        split_ifs <;> ring
 
 end
```
